# An anti-Hermitian $K$ with $\|K\|<\pi$ commutes with everything that $\exp(K)$ commutes with

## Can a finite orbital rotation hide an occupied–virtual part?

In an SCF calculation I rotate orthonormal orbitals by $U=\exp(K)$, with $K$ anti-Hermitian, and the density matrix $P$ becomes $UPU^\dagger$. If $\exp(tK)$ leaves $P$ unchanged for all real $t$, differentiating at $t=0$ gives $KP=PK$, so $K$ only mixes occupied orbitals among themselves and virtual orbitals among themselves. But I take one finite step. If that single rotation leaves $P$ unchanged, could $K$ still have an occupied–virtual part?

## Not if the operator norm of $K$ is below $\pi$

At norm $\pi$ it can. Take orthonormal orbitals $\varphi_0,\varphi_1$ and $K=\mathrm{diag}(i\pi,-i\pi)$, and occupy $\varphi_+=(\varphi_0+\varphi_1)/\sqrt2$, leaving $\varphi_-=(\varphi_0-\varphi_1)/\sqrt2$ virtual. Then
$$e^{tK}\varphi_+=\cos(\pi t)\,\varphi_++i\sin(\pi t)\,\varphi_-.$$
At $t=1$ the orbital has returned with its sign reversed, which the density matrix doesn't register. Here $\exp(K)=-1$ commutes with everything, while $(KP)_{01}=i\pi/2$ and $(PK)_{01}=-i\pi/2$.

Below $\pi$ this is impossible. For matrices, write $K=\sum_j i\theta_jQ_j$ with distinct real $\theta_j$ and orthogonal spectral projectors $Q_j$. Then:

1. $U=\sum_j e^{i\theta_j}Q_j$ is unitary, and $|\theta_j|\le\|K\|<\pi$.
2. The principal logarithm therefore gives $\log e^{i\theta_j}=i\theta_j$, so $\log U=K$.
3. The phases $e^{i\theta_j}$ are distinct, so some polynomial $p$ satisfies $p(e^{i\theta_j})=i\theta_j$, and $K=p(U)$.
4. If $UX=XU$, then $X$ commutes with every power of $U$, hence with $K$. Conversely, if $KX=XK$, then $X$ commutes with each term of the exponential series, hence with $U$.

Now let $P^\dagger=P=P^2$. Multiplying $UPU^\dagger=P$ on the right by $U$ gives $UP=PU$, so $KP=PK$ and
$$(1-P)KP=(1-P)PK=0.$$
Conversely, if this virtual–occupied block vanishes, $KP=PKP$. Taking adjoints gives $-PK=-PKP$, so $PK=PKP=KP$. Hence $UP=PU$ and $UPU^\dagger=P$.

For a single-determinant SCF step of norm below $\pi$, the generators $K$ that leave the density matrix unchanged are thus exactly those with no occupied–virtual block. This doesn't mean that the occupied–occupied and virtual–virtual parts can be dropped from a $K$ that also has an occupied–virtual block: there they can affect the new density matrix.

In the Lean file, `A` is a complex C*-algebra, for example the bounded operators on a Hilbert space, and `star` is the adjoint. The hypotheses `hK` and `hπ` say that $K$ is anti-Hermitian and $\|K\|<\pi$. `exp_commute_iff` states the equivalence in step 4 for any `X`, and `density_unchanged_iff` states the block criterion for a Hermitian idempotent `P`. `matrix_commute_of_exp_commute` gives the forward implication for complex matrices, where `ᴴ` is the conjugate transpose and the norm is the Euclidean operator norm, not the Frobenius norm. `bound_sharp` contains the two-orbital example, so $\|K\|<\pi$ can't be relaxed to $\|K\|\le\pi$ in general. Its `mixedProjector` is the rank-one projector onto $\varphi_+$, not a mixed state.

Matrices from a non-orthogonal atomic-orbital basis must first be transformed to an orthonormal one. $P$ is a spin-orbital or single-spin density matrix, with occupations 0 and 1.

```lean
import Mathlib

open Matrix
open scoped Matrix.Norms.L2Operator

noncomputable section

namespace RedundantOrbitalRotations

variable {A : Type*} [CStarAlgebra A]

/-- An anti-Hermitian operator is normal: it commutes with its adjoint. -/
theorem normal_of_antiHermitian {K : A} (hK : star K = -K) : IsStarNormal K :=
  ⟨by rw [hK]; exact (Commute.refl K).neg_left⟩

/-- The spectrum of an anti-Hermitian operator lies on the imaginary axis. -/
theorem spectrum_re_eq_zero {K : A} (hK : star K = -K) {z : ℂ}
    (hz : z ∈ spectrum ℂ K) : z.re = 0 := by
  -- multiplication by i turns K into a Hermitian operator
  have hsa : IsSelfAdjoint (Complex.I • K) := by
    rw [IsSelfAdjoint, star_smul, hK]
    simp
  have hmem : Complex.I * z ∈ spectrum ℂ (Complex.I • K) :=
    (spectrum.smul_mem_smul_iff (r := Units.mk0 Complex.I Complex.I_ne_zero)).2 hz
  have him := congrArg Complex.im (hsa.mem_spectrum_eq_re hmem)
  simpa using him

/-- The exponential of an anti-Hermitian operator is unitary. -/
theorem exp_unitary {K : A} (hK : star K = -K) :
    star (NormedSpace.exp K) * NormedSpace.exp K = 1 ∧
      NormedSpace.exp K * star (NormedSpace.exp K) = 1 := by
  have := normal_of_antiHermitian hK
  have hc : ContinuousOn Complex.exp (spectrum ℂ K) := Complex.continuous_exp.continuousOn
  have hs : ContinuousOn (fun z => star (Complex.exp z)) (spectrum ℂ K) :=
    (continuous_star.comp Complex.continuous_exp).continuousOn
  rw [← CFC.complex_exp_eq_normedSpace_exp (a := K), ← cfc_star Complex.exp K]
  have h1 : cfc (fun z => star (Complex.exp z)) K * cfc Complex.exp K = 1 := by
    rw [← cfc_mul (fun z => star (Complex.exp z)) Complex.exp K hs hc,
      ← cfc_const_one ℂ K]
    refine cfc_congr fun z hz => ?_
    -- on the imaginary axis the exponential is a pure phase
    have h0 : (starRingEnd ℂ) z + z = 0 := by
      apply Complex.ext <;> simp [spectrum_re_eq_zero hK hz]
    change (starRingEnd ℂ) (Complex.exp z) * Complex.exp z = 1
    rw [← Complex.exp_conj, ← Complex.exp_add, h0, Complex.exp_zero]
  exact ⟨h1, (cfc_commute_cfc Complex.exp (fun z => star (Complex.exp z)) K).eq.trans h1⟩

/-- An anti-Hermitian generator of norm below π is recovered from its rotation by the
principal logarithm. -/
theorem log_exp_generator {K : A} (hK : star K = -K) (hπ : ‖K‖ < Real.pi) :
    cfc Complex.log (NormedSpace.exp K) = K := by
  have := normal_of_antiHermitian hK
  have him : ∀ z ∈ spectrum ℂ K, |z.im| < Real.pi := by
    intro z hz
    rcases subsingleton_or_nontrivial A with h | h
    · exact absurd (isUnit_of_subsingleton _) (spectrum.mem_iff.mp hz)
    · exact ((Complex.abs_im_le_norm z).trans (spectrum.norm_le_norm_of_mem hz)).trans_lt hπ
  have hlog : ∀ z ∈ spectrum ℂ K, Complex.log (Complex.exp z) = z := fun z hz =>
    Complex.log_exp (abs_lt.mp (him z hz)).1 (abs_lt.mp (him z hz)).2.le
  -- the spectrum of the rotation avoids the branch cut
  have hcont : ContinuousOn Complex.log (Complex.exp '' spectrum ℂ K) := by
    rintro _ ⟨z, hz, rfl⟩
    refine (continuousAt_clog ?_).continuousWithinAt
    rw [Complex.mem_slitPlane_iff_arg]
    refine ⟨?_, Complex.exp_ne_zero z⟩
    rw [← Complex.log_im, hlog z hz]
    exact (abs_lt.mp (him z hz)).2.ne
  rw [← CFC.complex_exp_eq_normedSpace_exp (a := K),
    ← cfc_comp Complex.log Complex.exp K (hg := hcont)
      (hf := Complex.continuous_exp.continuousOn)]
  calc cfc (Complex.log ∘ Complex.exp) K = cfc id K := cfc_congr fun z hz => hlog z hz
    _ = K := cfc_id ℂ K

/-- For an anti-Hermitian generator K of norm below π, the single rotation exp(K) commutes
with an operator X exactly when K commutes with X. -/
theorem exp_commute_iff {K : A} (hK : star K = -K) (hπ : ‖K‖ < Real.pi) (X : A) :
    Commute (NormedSpace.exp K) X ↔ Commute K X := by
  have := normal_of_antiHermitian hK
  constructor
  · intro h
    obtain ⟨h1, h2⟩ := exp_unitary hK
    -- X also commutes with the inverse rotation
    have hs : Commute (star (NormedSpace.exp K)) X := by
      change star (NormedSpace.exp K) * X = X * star (NormedSpace.exp K)
      calc star (NormedSpace.exp K) * X
          = star (NormedSpace.exp K) * (X * NormedSpace.exp K) * star (NormedSpace.exp K) := by
            rw [mul_assoc, mul_assoc X, h2, mul_one]
        _ = X * star (NormedSpace.exp K) := by
            rw [← h.eq, ← mul_assoc, h1, one_mul]
    have hl := Commute.cfc h hs Complex.log
    rwa [log_exp_generator hK hπ] at hl
  · intro h
    have hs : Commute (star K) X := by
      rw [hK]
      exact h.neg_left
    rw [← CFC.complex_exp_eq_normedSpace_exp (a := K)]
    exact Commute.cfc h hs Complex.exp

/-- Let P be a Hermitian idempotent and K anti-Hermitian of norm below π. The rotation exp(K)
leaves P unchanged exactly when the block (1 - P) K P of the generator vanishes. -/
theorem density_unchanged_iff {K P : A} (hK : star K = -K) (hπ : ‖K‖ < Real.pi)
    (hP : star P = P) (hPP : P * P = P) :
    NormedSpace.exp K * P * star (NormedSpace.exp K) = P ↔ (1 - P) * K * P = 0 := by
  obtain ⟨h1, h2⟩ := exp_unitary hK
  constructor
  · intro h
    have hc : Commute (NormedSpace.exp K) P := by
      change NormedSpace.exp K * P = P * NormedSpace.exp K
      conv_rhs => rw [← h]
      rw [mul_assoc _ (star _), h1, mul_one]
    have hKP := ((exp_commute_iff hK hπ P).1 hc).eq
    rw [mul_assoc, hKP, ← mul_assoc, sub_mul, one_mul, hPP, sub_self, zero_mul]
  · intro h
    have ha : K * P = P * K * P := by
      rw [sub_mul, sub_mul, one_mul] at h
      exact sub_eq_zero.mp h
    -- the adjoint relation removes the opposite block
    have hb : P * K = P * K * P := by
      have h' := congrArg star ha
      simp only [star_mul, hK, hP, mul_neg, neg_mul, neg_inj] at h'
      rw [mul_assoc]
      exact h'
    have hc := (exp_commute_iff hK hπ P).2 (ha.trans hb.symm)
    rw [hc.eq, mul_assoc, h2, mul_one]

/-- Matrix form: if K is anti-Hermitian with Euclidean operator norm below π and exp(K)
commutes with a matrix P, then K commutes with P. -/
theorem matrix_commute_of_exp_commute {n : Type*} [Fintype n] [DecidableEq n]
    {K P : Matrix n n ℂ} (hK : Kᴴ = -K) (hπ : ‖K‖ < Real.pi)
    (h : NormedSpace.exp K * P = P * NormedSpace.exp K) : K * P = P * K := by
  have : CompleteSpace (Matrix n n ℂ) := FiniteDimensional.complete ℂ _
  let : CStarAlgebra (Matrix n n ℂ) := { }
  exact (exp_commute_iff (A := Matrix n n ℂ) hK hπ P).1 h

/-- The diagonal generator diag(iπ, -iπ). -/
def boundaryGenerator : Matrix (Fin 2) (Fin 2) ℂ :=
  diagonal ![Real.pi * Complex.I, -(Real.pi * Complex.I)]

/-- The projector onto the normalised sum of two orthonormal orbitals. -/
def mixedProjector : Matrix (Fin 2) (Fin 2) ℂ := !![1/2, 1/2; 1/2, 1/2]

/-- The rotation generated by diag(iπ, -iπ) is minus the identity. -/
theorem exp_boundaryGenerator : NormedSpace.exp boundaryGenerator = -1 := by
  have hv : NormedSpace.exp ![(Real.pi : ℂ) * Complex.I, -(Real.pi * Complex.I)]
      = fun _ => (-1 : ℂ) := by
    funext i
    rw [Pi.coe_exp, ← Complex.exp_eq_exp_ℂ]
    fin_cases i <;> simp [Complex.exp_neg, Complex.exp_pi_mul_I]
  rw [boundaryGenerator, Matrix.exp_diagonal, hv]
  ext i j
  fin_cases i <;> fin_cases j <;> simp

/-- The bound π is sharp: diag(iπ, -iπ) is anti-Hermitian of norm exactly π and its exponential
commutes with a Hermitian idempotent with which the generator itself does not commute. -/
theorem bound_sharp :
    boundaryGeneratorᴴ = -boundaryGenerator ∧ ‖boundaryGenerator‖ = Real.pi ∧
    mixedProjectorᴴ = mixedProjector ∧ mixedProjector * mixedProjector = mixedProjector ∧
    NormedSpace.exp boundaryGenerator * mixedProjector
      = mixedProjector * NormedSpace.exp boundaryGenerator ∧
    boundaryGenerator * mixedProjector ≠ mixedProjector * boundaryGenerator := by
  refine ⟨?_, ?_, ?_, ?_, ?_, ?_⟩
  · ext i j
    fin_cases i <;> fin_cases j <;> simp [boundaryGenerator]
  · rw [boundaryGenerator, Matrix.l2_opNorm_diagonal]
    apply le_antisymm
    · refine (pi_norm_le_iff_of_nonneg Real.pi_pos.le).2 fun i => ?_
      fin_cases i <;> simp [abs_of_pos Real.pi_pos]
    · calc Real.pi = ‖(Real.pi : ℂ) * Complex.I‖ := by simp [abs_of_pos Real.pi_pos]
        _ ≤ _ := norm_le_pi_norm ![(Real.pi : ℂ) * Complex.I, -(Real.pi * Complex.I)] 0
  · ext i j
    fin_cases i <;> fin_cases j <;> simp [mixedProjector]
  · ext i j
    fin_cases i <;> fin_cases j <;>
      norm_num [mixedProjector, Matrix.mul_apply, Fin.sum_univ_succ]
  · rw [exp_boundaryGenerator, neg_mul, one_mul, mul_neg, mul_one]
  · intro h
    -- compare the off-diagonal elements of the two products
    have h01 := congrFun (congrFun h 0) 1
    rw [boundaryGenerator, Matrix.diagonal_mul, Matrix.mul_diagonal] at h01
    change (Real.pi * Complex.I : ℂ) * (1/2) = (1/2) * (-(Real.pi * Complex.I)) at h01
    have h0 : (Real.pi : ℂ) * Complex.I = 0 := by linear_combination h01
    exact mul_ne_zero (Complex.ofReal_ne_zero.2 Real.pi_ne_zero) Complex.I_ne_zero h0

end RedundantOrbitalRotations
```

```lean
#print axioms RedundantOrbitalRotations.density_unchanged_iff
#print axioms RedundantOrbitalRotations.matrix_commute_of_exp_commute
#print axioms RedundantOrbitalRotations.bound_sharp
```

```
'RedundantOrbitalRotations.density_unchanged_iff' depends on axioms: [propext, Classical.choice, Quot.sound]
'RedundantOrbitalRotations.matrix_commute_of_exp_commute' depends on axioms: [propext, Classical.choice, Quot.sound]
'RedundantOrbitalRotations.bound_sharp' depends on axioms: [propext, Classical.choice, Quot.sound]
```

The proof replaces the sum over eigenvalues by the continuous functional calculus: `cfc f K` means $f(K)$ for a normal operator, which `normal_of_antiHermitian` shows $K$ to be. `spectrum_re_eq_zero` places the spectrum on the imaginary axis, because $iK$ is Hermitian. `exp_unitary` then follows from $\overline{e^z}e^z=e^{\bar z+z}=1$ there.

`log_exp_generator` is step 2. The bound $|\operatorname{Im}z|\le|z|\le\|K\|<\pi$ gives $\log e^z=z$ on the spectrum and keeps the spectrum of $U$ off the negative real axis, where the logarithm is discontinuous. `cfc_comp` then composes the two functions.

In `exp_commute_iff`, `Commute.cfc` takes the place of the polynomial in step 3. It needs $X$ to commute with $U^\dagger$ as well as $U$, which the `calc` block obtains from $U^\dagger X=U^\dagger(XU)U^\dagger=XU^\dagger$. The converse applies the same lemma to $K$ and the exponential.

`density_unchanged_iff` follows the block algebra above, with `ha` for $KP=PKP$ and `hb` for its adjoint. The matrix theorem specialises the general one. For the example, `exp_boundaryGenerator` evaluates the diagonal exponential, and `bound_sharp` compares the $(0,1)$ elements of the two products.
